# Closed-form four-velocity of a charge in a constant, non-null electromagnetic field

For constant real fields $E$ and $B$, the field-strength matrix $F$, taken with one upper and one lower index, has characteristic polynomial
$$X^4-(E^2-B^2)X^2-(E\cdot B)^2=(X^2-a^2)(X^2+b^2),$$
where $a,b\ge 0$ depend only on the two Lorentz invariants $E^2-B^2$ and $E\cdot B$. If these are not both zero, every solution of $du/d\tau=\kappa Fu$ is given in closed form by hyperbolic functions of $a\kappa\tau$ and trigonometric functions of $b\kappa\tau$.

Here $u$ is the four-velocity, $\tau$ the proper time, $\kappa$ the charge-to-mass ratio, and $c=1$. The parameters $a$ and $b$ also enter the one-loop Euler–Heisenberg Lagrangian, but the motion treated here is classical. For simulations, the formula gives a reference four-velocity, as a function of proper time, against which a particle integrator can be tested in a uniform, static, non-null field; one further integration gives the position and the laboratory time, the latter being needed to compare with an integrator that steps in laboratory time.

## Real fields that stay constant along the orbit

Physically, $E$ and $B$, measured in one fixed inertial frame, have the same values at every point of the orbit. The matrix has one upper and one lower index, so $Fu=(E\cdot\mathbf u,\;u_0E+\mathbf u\times B)$, with $\mathbf u$ the spatial part of $u$. Lean numbers the components of $E$ and $B$ from 0.

```lean
import Mathlib

open Matrix Polynomial

namespace ConstantFieldEvolution

noncomputable section

/-- The field-strength matrix with one upper and one lower index, built from the electric
field `E` and the magnetic field `B`. -/
def fieldMatrix (E B : Fin 3 → ℝ) : Matrix (Fin 4) (Fin 4) ℝ :=
  !![0, E 0, E 1, E 2;
     E 0, 0, B 2, -B 1;
     E 1, -B 2, 0, B 0;
     E 2, B 1, -B 0, 0]
```

With $S=E^2-B^2$ and $R=\sqrt{S^2+4(E\cdot B)^2}$, set $a^2=(R+S)/2$ and $b^2=(R-S)/2$. The names "boost rate" and "rotation rate" refer to $F$ alone; the rates per unit proper time are $|\kappa|a$ and $|\kappa|b$.

```lean
/-- The boost rate `a`, a function of the invariants `E² - B²` and `E·B`. -/
def boostRate (E B : Fin 3 → ℝ) : ℝ :=
  Real.sqrt ((Real.sqrt ((E ⬝ᵥ E - B ⬝ᵥ B) ^ 2 + 4 * (E ⬝ᵥ B) ^ 2) + (E ⬝ᵥ E - B ⬝ᵥ B)) / 2)

/-- The rotation rate `b`, a function of the invariants `E² - B²` and `E·B`. -/
def rotationRate (E B : Fin 3 → ℝ) : ℝ :=
  Real.sqrt ((Real.sqrt ((E ⬝ᵥ E - B ⬝ᵥ B) ^ 2 + 4 * (E ⬝ᵥ B) ^ 2) - (E ⬝ᵥ E - B ⬝ᵥ B)) / 2)
```

The propagator also needs $\sinh(at)/a$ and $\sin(bt)/b$, each continued by $t$ at zero rate. This admits purely electric and purely magnetic fields.

```lean
/-- The function `f (a t) / a`, replaced by `t` at `a = 0`; used for `f = sinh` and `f = sin`. -/
def rateQuotient (f : ℝ → ℝ) (a t : ℝ) : ℝ := if a = 0 then t else f (a * t) / a

/-- The closed-form propagator of a field matrix `F` with boost rate `a` and rotation rate `b`,
for rates that are not both zero. -/
def propagator (F : Matrix (Fin 4) (Fin 4) ℝ) (a b t : ℝ) : Matrix (Fin 4) (Fin 4) ℝ :=
  (a ^ 2 + b ^ 2)⁻¹ •
    ((F ^ 2 + b ^ 2 • 1) * (Real.cosh (a * t) • 1 + rateQuotient Real.sinh a t • F)
      + (a ^ 2 • 1 - F ^ 2) * (Real.cos (b * t) • 1 + rateQuotient Real.sin b t • F))
```

To find the polynomial by hand, let $Mv=v\times B$. Then $\det(X-M)=X^3+B^2X$. Since $M^2=BB^T-B^2$ and $M^3=-B^2M$, the adjugate of $X-M$ is $X^2+XM+BB^T$. Expanding the bordered determinant, and using $E\cdot ME=0$,
$$\det(X-F)=X(X^3+B^2X)-E^T(X^2+XM+BB^T)E=X^4-(E^2-B^2)X^2-(E\cdot B)^2.$$
Lean instead lists the entries of $X-F$, expands along the first row and lets `ring` collect terms.

```lean
/-- The characteristic polynomial of the field-strength matrix is
`X⁴ - (E² - B²) X² - (E·B)²`. -/
theorem charpoly_fieldMatrix (E B : Fin 3 → ℝ) :
    (fieldMatrix E B).charpoly =
      X ^ 4 - C (E ⬝ᵥ E - B ⬝ᵥ B) * X ^ 2 - C ((E ⬝ᵥ B) ^ 2) := by
  have hM : (fieldMatrix E B).charmatrix =
      !![X, -C (E 0), -C (E 1), -C (E 2);
         -C (E 0), X, -C (B 2), C (B 1);
         -C (E 1), C (B 2), X, -C (B 0);
         -C (E 2), -C (B 1), C (B 0), X] := by
    apply Matrix.ext
    intro i j
    fin_cases i <;> fin_cases j <;>
      simp [fieldMatrix]
  rw [Matrix.charpoly, hM]
  simp [Matrix.det_succ_row_zero, Fin.sum_univ_succ, Fin.succAbove, dotProduct]
  ring
```

Realness enters with the square roots. Since $R\ge|S|$, both $a^2$ and $b^2$ are non-negative. Subtracting them gives $a^2-b^2=S$, and multiplying gives $a^2b^2=(R^2-S^2)/4=(E\cdot B)^2$, so $ab=|E\cdot B|$. In the proof, `hle` supplies the inequality and `hR` the value of $R^2$; the local letter `P` there stands for $E\cdot B$.

```lean
/-- The boost rate `a` and rotation rate `b` satisfy `a² - b² = E² - B²` and `a b = |E·B|`. -/
theorem rates_invariants (E B : Fin 3 → ℝ) :
    boostRate E B ^ 2 - rotationRate E B ^ 2 = E ⬝ᵥ E - B ⬝ᵥ B ∧
      boostRate E B * rotationRate E B = |E ⬝ᵥ B| := by
  unfold boostRate rotationRate
  generalize E ⬝ᵥ E - B ⬝ᵥ B = S
  generalize E ⬝ᵥ B = P
  have hR : Real.sqrt (S ^ 2 + 4 * P ^ 2) ^ 2 = S ^ 2 + 4 * P ^ 2 :=
    Real.sq_sqrt (by positivity)
  have hle : |S| ≤ Real.sqrt (S ^ 2 + 4 * P ^ 2) :=
    Real.abs_le_sqrt (by nlinarith [sq_nonneg P])
  generalize Real.sqrt (S ^ 2 + 4 * P ^ 2) = R at hR hle ⊢
  obtain ⟨h1, h2⟩ := abs_le.1 hle
  have ha : 0 ≤ (R + S) / 2 := by linarith
  have hb : 0 ≤ (R - S) / 2 := by linarith
  constructor
  · rw [Real.sq_sqrt ha, Real.sq_sqrt hb]
    ring
  · rw [← Real.sqrt_mul ha, ← Real.sqrt_sq_eq_abs]
    congr 1
    linarith
```

Substituting these two relations into the polynomial factors it.

```lean
/-- The characteristic polynomial factors as `(X² - a²)(X² + b²)`, with `a` the boost rate
and `b` the rotation rate. -/
theorem charpoly_factor (E B : Fin 3 → ℝ) :
    (fieldMatrix E B).charpoly =
      (X ^ 2 - C (boostRate E B ^ 2)) * (X ^ 2 + C (rotationRate E B ^ 2)) := by
  obtain ⟨hS, hP⟩ := rates_invariants E B
  have hP2 : (E ⬝ᵥ B) ^ 2 = boostRate E B ^ 2 * rotationRate E B ^ 2 := by
    rw [← sq_abs, ← hP, mul_pow]
  rw [charpoly_fieldMatrix, hP2, ← hS, C_sub, C_mul]
  ring
```

Constancy is used later, when one matrix $F$ serves for all $\tau$. Without it the formula can fail even for an electric field of fixed direction: if its strength varies, the rapidity gained along it is $\kappa\int E\,d\tau$, not $\kappa\tau$ times the initial strength.

## Unit slope at zero rate

The next lemma treats $(\sinh,\cosh)$ and $(\sin,\cos)$ together, as pairs with $f'=g$, $g'=\sigma f$ and $g(0)=1$, where $\sigma=1$ or $-1$. By the chain rule, $f(at)/a$ has derivative $g(at)$, and $g(at)$ has derivative $\sigma a^2\,f(at)/a$.

The condition $g(0)=1$ matters only at $a=0$, where the quotient is replaced by $t$, whose slope is 1. Lean splits off this case with `by_cases`. With any other value of $g(0)$, the first derivative formula would fail there.

```lean
/-- If `f' = g`, `g' = σ f` and `g 0 = 1`, then `f (a t) / a` (or `t` at `a = 0`) has derivative
`g (a t)`, whose derivative is `σ a²` times the former. -/
theorem hasDerivAt_rateQuotient {f g : ℝ → ℝ} {σ : ℝ} (hf : ∀ x, HasDerivAt f (g x) x)
    (hg : ∀ x, HasDerivAt g (σ * f x) x) (h0 : g 0 = 1) (a t : ℝ) :
    HasDerivAt (rateQuotient f a) (g (a * t)) t ∧
      HasDerivAt (fun r => g (a * r)) (σ * a ^ 2 * rateQuotient f a t) t := by
  have hl : HasDerivAt (fun r : ℝ => a * r) a t := by
    simpa using (hasDerivAt_id' t).const_mul a
  have hfc := (hf (a * t)).comp t hl
  have hgc := (hg (a * t)).comp t hl
  by_cases h : a = 0
  · have hq : rateQuotient f a = fun r => r := by funext r; simp [rateQuotient, h]
    refine ⟨?_, hgc.congr_deriv (by simp [h])⟩
    rw [hq]
    simpa [h, h0] using hasDerivAt_id' t
  · have hq : rateQuotient f a = fun r => f (a * r) / a := by
      funext r; simp [rateQuotient, h]
    rw [hq]
    refine ⟨(hfc.div_const a).congr_deriv (mul_div_cancel_right₀ _ h), hgc.congr_deriv ?_⟩
    field_simp
```

## The equation of motion at every proper time

The hypothesis `hu` says that $u'=\kappa Au$ for all real times, with $A=F$ in the application. The step from this model to a real charge is to accept the Lorentz force as the whole force, neglecting radiation reaction. No normalisation of $u$ is needed; a physical four-velocity satisfies $u_0^2-|\mathbf u|^2=1$.

Suppose $G'=GA$ and $G(0)=1$. For fixed $s$, put $w(t)=G(\kappa(s-t))u(t)$. Then
$$w'=-\kappa GAu+G\kappa Au=0,$$
with $G$ evaluated at $\kappa(s-t)$. Hence $u(s)=w(s)=w(0)=G(\kappa s)u(0)$. In Lean, `hw` is this derivative taken component by component, `key` is the cancellation, and `is_const_of_deriv_eq_zero` gives constancy.

If the equation held at all times but one, with no continuity required there, $u$ could jump at that instant and the conclusion would fail. The condition $G(0)=1$ fixes the scale: $2G$ obeys the same differential equation but doubles the initial value.

```lean
/-- If `G' = G A` and `G 0 = 1`, then `G (κ s)` carries the initial value of every solution of
`u' = κ A u` to its value at proper time `s`. -/
theorem solution_eq_mulVec {n : Type*} [Fintype n] [DecidableEq n] (A : Matrix n n ℝ)
    (G : ℝ → Matrix n n ℝ) (hG0 : G 0 = 1)
    (hG : ∀ t i j, HasDerivAt (fun r => G r i j) ((G t * A) i j) t)
    (κ : ℝ) (u : ℝ → n → ℝ) (hu : ∀ t, HasDerivAt u (κ • (A *ᵥ u t)) t) (s : ℝ) :
    u s = G (κ * s) *ᵥ u 0 := by
  funext i
  have key : ∀ p q x y : n → ℝ, ∑ j, p j * x j = ∑ j, q j * y j →
      ∑ j, (p j * (-κ) * x j + q j * (κ * y j)) = 0 := by
    intro p q x y hpq
    have e : ∀ j, p j * (-κ) * x j + q j * (κ * y j)
        = κ * (q j * y j) - κ * (p j * x j) := fun j => by ring
    simp only [e, Finset.sum_sub_distrib, ← Finset.mul_sum, hpq, sub_self]
  -- evolving `u r` over the remaining time gives a result independent of `r`
  have hw : ∀ t, HasDerivAt (fun r => ∑ j, G (κ * (s - r)) i j * u r j) 0 t := by
    intro t
    have hin : HasDerivAt (fun r : ℝ => κ * (s - r)) (-κ) t := by
      simpa using ((hasDerivAt_id' t).const_sub s).const_mul κ
    have hj : ∀ j, HasDerivAt (fun r => G (κ * (s - r)) i j * u r j)
        ((G (κ * (s - t)) * A) i j * (-κ) * u t j
          + G (κ * (s - t)) i j * (κ * (A *ᵥ u t) j)) t := by
      intro j
      have hc := (hG _ i j).comp t hin
      exact hc.fun_mul (hasDerivAt_pi.1 (hu t) j)
    refine (HasDerivAt.fun_sum (u := Finset.univ) (fun j _ => hj j)).congr_deriv ?_
    exact key ((G (κ * (s - t)) * A) i) (G (κ * (s - t)) i) (u t) (A *ᵥ u t)
      (congrFun (Matrix.mulVec_mulVec (u t) (G (κ * (s - t))) A).symm i)
  have h := is_const_of_deriv_eq_zero (fun t => (hw t).differentiableAt)
    (fun t => (hw t).deriv) s 0
  simp only [sub_self, mul_zero, sub_zero, hG0, Matrix.one_apply, ite_mul, one_mul, zero_mul,
    Finset.sum_ite_eq, Finset.mem_univ, if_true] at h
  exact h
```

## At least one nonzero invariant

The hypothesis `h` excludes null fields, such as the field of a plane wave at a point, and also zero field. By hand it is needed for one division: $a^2+b^2=R$ is nonzero precisely when the invariants do not both vanish. In the proof this is `hN`.

The Cayley–Hamilton theorem gives $F^4=(a^2-b^2)F^2+a^2b^2$. Set $P=F^2+b^2$ and $Q=a^2-F^2$. Then
$$PF^2=a^2P,\qquad QF^2=-b^2Q,\qquad P+Q=a^2+b^2.$$
The normalised projectors onto the boost and rotation parts are $P/(a^2+b^2)$ and $Q/(a^2+b^2)$. The propagator is
$$G(t)=\frac{\cosh(at)\,P+\frac{\sinh(at)}{a}PF+\cos(bt)\,Q+\frac{\sin(bt)}{b}QF}{a^2+b^2}.$$
At $t=0$ it equals 1. Differentiating,
$$G'(t)=\frac{a^2\frac{\sinh(at)}{a}P+\cosh(at)\,PF-b^2\frac{\sin(bt)}{b}Q+\cos(bt)\,QF}{a^2+b^2}=G(t)F,$$
by the relations for $PF^2$ and $QF^2$. The previous lemma then gives $u(\tau)=G(\kappa\tau)u(0)$.

The Lean proof takes the same path: `h4` is the quartic relation, `hb` and `hr` are the actions on $P$ and $Q$, `hsum` gives the value at zero, and `d1` to `d4` are the scalar derivatives.

For a null field the formula breaks down: Lean sets the inverse of zero to zero, so it would return $u=0$. The motion is then polynomial, since multiplying out the matrix gives $F^3=0$ and hence $u(\tau)=(1+\kappa\tau F+\tfrac12\kappa^2\tau^2F^2)u(0)$, a case left here as a calculation by hand.

```lean
/-- In a constant field whose invariants `E² - B²` and `E·B` do not both vanish, every solution
of the Lorentz-force equation `du/dτ = κ F u` is given by the closed-form propagator. -/
theorem lorentz_evolution (E B : Fin 3 → ℝ) (h : E ⬝ᵥ E ≠ B ⬝ᵥ B ∨ E ⬝ᵥ B ≠ 0)
    (κ : ℝ) (u : ℝ → Fin 4 → ℝ)
    (hu : ∀ τ, HasDerivAt u (κ • (fieldMatrix E B *ᵥ u τ)) τ) (τ : ℝ) :
    u τ = propagator (fieldMatrix E B) (boostRate E B) (rotationRate E B) (κ * τ) *ᵥ u 0 := by
  obtain ⟨hS, hP⟩ := rates_invariants E B
  have hN : boostRate E B ^ 2 + rotationRate E B ^ 2 ≠ 0 := by
    intro hz
    have ha : boostRate E B ^ 2 = 0 := by
      linarith [sq_nonneg (boostRate E B), sq_nonneg (rotationRate E B)]
    rcases h with h | h
    · exact h (by linarith)
    · rw [pow_eq_zero_iff two_ne_zero] at ha
      rw [ha, zero_mul] at hP
      exact h (abs_eq_zero.1 hP.symm)
  -- Cayley-Hamilton for the factored characteristic polynomial
  have hF := Matrix.aeval_self_charpoly (fieldMatrix E B)
  rw [charpoly_factor] at hF
  simp only [_root_.map_mul, _root_.map_sub, _root_.map_add, aeval_X_pow, aeval_C,
    Algebra.algebraMap_eq_smul_one] at hF
  clear hS hP
  generalize fieldMatrix E B = F at hu hF ⊢
  generalize boostRate E B = a at hN hF ⊢
  generalize rotationRate E B = b at hN hF ⊢
  have h22 : F ^ 2 * F ^ 2 = F ^ 4 := by noncomm_ring
  have e4 : F ^ 2 * F * F = F ^ 4 := by noncomm_ring
  have e2 : F * F = F ^ 2 := (sq F).symm
  have h4 : F ^ 4 = (a ^ 2 - b ^ 2) • F ^ 2 + (a ^ 2 * b ^ 2) • 1 := by
    simp only [sub_mul, mul_add, smul_mul_assoc, mul_smul_comm, one_mul, mul_one, h22] at hF
    linear_combination (norm := module) hF
  -- `F²` acts as `a²` on the boost part `P` and as `-b²` on the rotation part `Q`
  obtain ⟨P, hP⟩ : ∃ P, P = F ^ 2 + b ^ 2 • 1 := ⟨_, rfl⟩
  obtain ⟨Q, hQ⟩ : ∃ Q, Q = a ^ 2 • 1 - F ^ 2 := ⟨_, rfl⟩
  have hb : P * F * F = a ^ 2 • P := by
    simp only [hP, add_mul, smul_mul_assoc, one_mul, e4, e2, h4]
    module
  have hr : Q * F * F = (-b ^ 2) • Q := by
    simp only [hQ, sub_mul, smul_mul_assoc, one_mul, e4, e2, h4]
    module
  have hsum : P + Q = (a ^ 2 + b ^ 2) • 1 := by
    rw [hP, hQ]
    module
  have hG : ∀ t, propagator F a b t = (a ^ 2 + b ^ 2)⁻¹ •
      (Real.cosh (a * t) • P + rateQuotient Real.sinh a t • (P * F)
        + Real.cos (b * t) • Q + rateQuotient Real.sin b t • (Q * F)) := by
    intro t
    rw [propagator, ← hP, ← hQ]
    simp only [mul_add, mul_smul_comm, mul_one, add_assoc]
  refine solution_eq_mulVec F (propagator F a b) ?_ ?_ κ u hu τ
  · have s1 : rateQuotient Real.sinh a 0 = 0 := by simp [rateQuotient]
    have s2 : rateQuotient Real.sin b 0 = 0 := by simp [rateQuotient]
    simp only [hG, mul_zero, Real.cosh_zero, Real.cos_zero, s1, s2, zero_smul,
      one_smul, add_zero, hsum, smul_smul, inv_mul_cancel₀ hN]
  · intro t i j
    obtain ⟨d1, d2⟩ := hasDerivAt_rateQuotient (σ := 1) Real.hasDerivAt_sinh
      (fun x => (Real.hasDerivAt_cosh x).congr_deriv (one_mul _).symm) Real.cosh_zero a t
    obtain ⟨d3, d4⟩ := hasDerivAt_rateQuotient (σ := -1) Real.hasDerivAt_sin
      (fun x => (Real.hasDerivAt_cos x).congr_deriv (neg_one_mul _).symm) Real.cos_zero b t
    have hd := ((((d2.mul_const (P i j)).fun_add (d1.mul_const ((P * F) i j))).fun_add
      (d4.mul_const (Q i j))).fun_add (d3.mul_const ((Q * F) i j))).const_mul
      (a ^ 2 + b ^ 2)⁻¹
    simp only [hG, smul_mul_assoc, add_mul, hb, hr, Matrix.smul_apply,
      Matrix.add_apply, smul_eq_mul]
    refine hd.congr_deriv ?_
    ring

end

end ConstantFieldEvolution
```

```lean
#print axioms ConstantFieldEvolution.lorentz_evolution
-- 'ConstantFieldEvolution.lorentz_evolution' depends on axioms: [propext, Classical.choice, Quot.sound]
```
